# Hydrogen with one Gaussian per component can fall below −1/2 hartree when the exponents are mismatched

Take the large radial component $P=re^{-ar^2}$ and the single small-component function $Q=r^2e^{-br^2}$, with $a,b>0$. In the nonrelativistic limit the hydrogen energy, in hartree, is

$$E(a,b)=\tfrac32fa-2\sqrt{2a/\pi},\qquad f=\Big(\frac{2\sqrt{ab}}{a+b}\Big)^5\le1,$$

with $f=1$ exactly when $a=b$. At a fixed ratio $t=b/a$ the minimum is $-4/(3\pi f)$, and energies below the exact $-1/2$ occur exactly when $f<8/(3\pi)\approx0.849$. With both exponents free there is no lower bound.

For this one-electron, two-function model, the result shows what kinetic balance guards against in four-component basis sets. The collapse here is a loss of kinetic energy, not a descent into the negative-energy continuum.

## One function for the small component

The nucleus is a point charge with $Z=1$, and the state has $\kappa=-1$. Let $V_L,V_S$ be the mean nuclear attractions in $P$ and $Q$, $c$ the speed of light, and $\Pi=\langle Q|(d/dr-1/r)P\rangle/(\|Q\|\|P\|)$. With the rest energy subtracted, the two-function Dirac problem gives

$$(E-V_L)(E-V_S+2c^2)=c^2\Pi^2.$$

At fixed $E$, letting $c\to\infty$ leaves $E=V_L+\Pi^2/2$. The code takes this limit as the definition of `energy`, and $-1/2$ enters simply as a number.

```lean
import Mathlib

open MeasureTheory Set

namespace KineticBalanceCollapse

noncomputable section
```

Write $I_n(s)$ for `gaussMoment n s`. The functions `large` and `small` are unnormalised $P$ and $Q$; the denominators in `fraction` and `energy` supply the norms. Thus `fraction` is the squared overlap of normalised p-type Gaussians.

```lean
/-- The radial Gaussian moment: the integral of `r ^ n * exp (-s r²)` over `r > 0`,
for `s > 0`. -/
def gaussMoment (n : ℕ) (s : ℝ) : ℝ :=
  ∫ r in Ioi (0 : ℝ), r ^ n * Real.exp (-s * r ^ 2)

/-- The large radial component, an s-type Gaussian with exponent `a`. -/
def large (a r : ℝ) : ℝ := r * Real.exp (-a * r ^ 2)

/-- The small radial basis function, a p-type Gaussian with exponent `b`. -/
def small (b r : ℝ) : ℝ := r ^ 2 * Real.exp (-b * r ^ 2)

/-- The radial operator `d/dr + κ/r` with `κ = -1`, applied to the large component,
for `r ≠ 0`. -/
def radialGrad (a r : ℝ) : ℝ := deriv (large a) r - large a r / r

/-- The squared normalised overlap of two p-type Gaussians with exponents `a, b > 0`. -/
def fraction (a b : ℝ) : ℝ :=
  gaussMoment 4 (a + b) ^ 2 / (gaussMoment 4 (2 * a) * gaussMoment 4 (2 * b))

/-- The nonrelativistic limit of the hydrogen energy (in hartree) when the large and small
components are each restricted to one Gaussian, with exponents `a, b > 0` respectively. -/
def energy (a b : ℝ) : ℝ :=
  (∫ r in Ioi (0 : ℝ), small b r * radialGrad a r) ^ 2 /
      (2 * (∫ r in Ioi (0 : ℝ), small b r ^ 2) * ∫ r in Ioi (0 : ℝ), large a r ^ 2)
    - (∫ r in Ioi (0 : ℝ), large a r ^ 2 / r) / ∫ r in Ioi (0 : ℝ), large a r ^ 2
```

Without the restriction to one mismatched $Q$, the loss can disappear: choosing $b=a$ restores the full kinetic energy of $P$. This choice is kinetic balance in the present model: the small-component function is proportional to $P'-P/r$.

## Positive exponents

Positivity makes the functions normalisable; at $a=0$, for instance, $\int P^2\,dr$ diverges. By hand it enters through

$$I_n(s)=\tfrac12s^{-(n+1)/2}\,\Gamma\big(\tfrac{n+1}2\big),$$

so $I_1=1/(2s)$, $I_2=\sqrt\pi/(4s^{3/2})$ and $I_4=3\sqrt\pi/(8s^{5/2})$. In the proof, `key` is this Gamma formula, evaluated at the three values of $n$.

```lean
/-- The first, second and fourth radial Gaussian moments in closed form, for `s > 0`. -/
theorem gaussMoment_values {s : ℝ} (hs : 0 < s) :
    gaussMoment 1 s = 1 / (2 * s) ∧
    gaussMoment 2 s = √Real.pi / (4 * s * √s) ∧
    gaussMoment 4 s = 3 * √Real.pi / (8 * s ^ 2 * √s) := by
  -- each moment is a Gamma-function value times a power of `s` and a factor 1/2
  have key : ∀ n : ℕ, gaussMoment n s =
      s ^ (-((n : ℝ) + 1) / 2) * (1 / 2) * Real.Gamma (((n : ℝ) + 1) / 2) := by
    intro n
    have hn : (-1 : ℝ) < n := by
      have : (0 : ℝ) ≤ n := n.cast_nonneg
      linarith
    have h := integral_rpow_mul_exp_neg_mul_rpow (p := 2) (by norm_num) hn hs
    simp only [Real.rpow_natCast, Real.rpow_two] at h
    exact h
  refine ⟨?_, ?_, ?_⟩
  · rw [key 1, show -(((1 : ℕ) : ℝ) + 1) / 2 = -1 by norm_num,
      show (((1 : ℕ) : ℝ) + 1) / 2 = 1 by norm_num, Real.Gamma_one, Real.rpow_neg_one]
    ring
  · rw [key 2, show -(((2 : ℕ) : ℝ) + 1) / 2 = -(1 + 1 / 2) by norm_num,
      show (((2 : ℕ) : ℝ) + 1) / 2 = 1 / 2 + 1 by norm_num,
      Real.Gamma_add_one (by norm_num), Real.Gamma_one_half_eq, Real.rpow_neg hs.le,
      Real.rpow_add hs, ← Real.sqrt_eq_rpow, Real.rpow_one]
    ring
  · rw [key 4, show -(((4 : ℕ) : ℝ) + 1) / 2 = -(2 + 1 / 2) by norm_num,
      show (((4 : ℕ) : ℝ) + 1) / 2 = 1 / 2 + 1 + 1 by norm_num,
      Real.Gamma_add_one (by norm_num), Real.Gamma_add_one (by norm_num),
      Real.Gamma_one_half_eq, Real.rpow_neg hs.le,
      Real.rpow_add hs, ← Real.sqrt_eq_rpow, Real.rpow_two]
    ring
```

Substitution gives

$$f=\frac{I_4(a+b)^2}{I_4(2a)I_4(2b)}=\frac{(2a)^{5/2}(2b)^{5/2}}{(a+b)^5}=\Big(\frac{2\sqrt{ab}}{a+b}\Big)^5.$$

`fraction_eq` computes numerator and denominator separately as `h1` and `h2`.

```lean
/-- For positive exponents, the squared overlap is the fifth power of the ratio of their
geometric to their arithmetic mean. -/
theorem fraction_eq {a b : ℝ} (ha : 0 < a) (hb : 0 < b) :
    fraction a b = (2 * √(a * b) / (a + b)) ^ 5 := by
  have hab : 0 < a + b := by positivity
  have h1 : gaussMoment 4 (a + b) ^ 2 = 9 * Real.pi / (64 * (a + b) ^ 5) := by
    rw [(gaussMoment_values hab).2.2, div_pow, mul_pow, mul_pow, mul_pow,
      Real.sq_sqrt Real.pi_pos.le, Real.sq_sqrt hab.le]
    ring
  have h2 : gaussMoment 4 (2 * a) * gaussMoment 4 (2 * b)
      = 9 * Real.pi / (2048 * √(a * b) ^ 5) := by
    have hq : √(2 * a) * √(2 * b) = 2 * √(a * b) := by
      rw [← Real.sqrt_mul (by positivity), show 2 * a * (2 * b) = 2 ^ 2 * (a * b) by ring,
        Real.sqrt_mul (by positivity), Real.sqrt_sq (by norm_num)]
    have hw : √(a * b) ^ 5 = (a * b) ^ 2 * √(a * b) := by
      rw [show √(a * b) ^ 5 = (√(a * b) ^ 2) ^ 2 * √(a * b) by ring,
        Real.sq_sqrt (by positivity)]
    rw [(gaussMoment_values (by positivity : 0 < 2 * a)).2.2,
      (gaussMoment_values (by positivity : 0 < 2 * b)).2.2, div_mul_div_comm,
      show 3 * √Real.pi * (3 * √Real.pi) = 9 * √Real.pi ^ 2 by ring,
      Real.sq_sqrt Real.pi_pos.le,
      show 8 * (2 * a) ^ 2 * √(2 * a) * (8 * (2 * b) ^ 2 * √(2 * b))
        = 1024 * (a * b) ^ 2 * (√(2 * a) * √(2 * b)) by ring, hq, hw]
    ring
  have hw0 : 0 < √(a * b) := Real.sqrt_pos.mpr (by positivity)
  have hpi := Real.pi_pos
  rw [fraction, h1, h2]
  generalize √(a * b) = w at *
  field_simp
  norm_num
```

Since $(a+b)^2-4ab=(a-b)^2\ge0$, the base is at most 1, with equality only at $a=b$. The proof uses the same square, through `nlinarith` for the bound and `linear_combination` for equality.

```lean
/-- For positive exponents the squared overlap is at most one, and it equals one exactly
when the exponents agree. -/
theorem fraction_le_one {a b : ℝ} (ha : 0 < a) (hb : 0 < b) :
    fraction a b ≤ 1 ∧ (fraction a b = 1 ↔ a = b) := by
  have hab : 0 < a + b := by positivity
  have hw : √(a * b) ^ 2 = a * b := Real.sq_sqrt (by positivity)
  have hx0 : 0 ≤ 2 * √(a * b) / (a + b) := by positivity
  have hle : 2 * √(a * b) ≤ a + b := by
    apply le_of_sq_le_sq _ hab.le
    nlinarith [sq_nonneg (a - b)]
  rw [fraction_eq ha hb]
  refine ⟨pow_le_one₀ hx0 ((div_le_one hab).mpr hle), ?_⟩
  rw [pow_eq_one_iff_of_nonneg hx0 (by norm_num), div_eq_one_iff_eq hab.ne']
  constructor
  · intro h
    have h0 : (a - b) ^ 2 = 0 := by
      linear_combination 4 * hw - (2 * √(a * b) + a + b) * h
    exact sub_eq_zero.mp (pow_eq_zero_iff (by norm_num) |>.mp h0)
  · rintro rfl
    rw [Real.sqrt_mul_self ha.le]
    ring
```

## Points away from the nucleus

For $r\ne0$,

$$P'-P/r=(1-2ar^2)e^{-ar^2}-e^{-ar^2}=-2ar^2e^{-ar^2}.$$

The hypothesis `hr` permits the cancellation in $P/r$. At $r=0$ Lean sets $0/0=0$, and the identity would read $1=0$. The integrals run over $r>0$, so nothing is lost.

```lean
/-- Away from the nucleus, the radial operator turns the s-type Gaussian into a multiple of
the p-type Gaussian with the same exponent. -/
theorem radialGrad_eq (a : ℝ) {r : ℝ} (hr : r ≠ 0) :
    radialGrad a r = -2 * a * small a r := by
  have h1 : HasDerivAt (fun x : ℝ => -a * x ^ 2) (-a * (2 * r)) r :=
    ((hasDerivAt_pow 2 r).const_mul (-a)).congr_deriv (by norm_num)
  have h2 : deriv (large a) r = 1 * Real.exp (-a * r ^ 2)
      + r * (Real.exp (-a * r ^ 2) * (-a * (2 * r))) :=
    ((hasDerivAt_id' r).fun_mul h1.exp).deriv
  rw [radialGrad, h2, large, small, mul_div_cancel_left₀ _ hr]
  ring
```

The kinetic term is therefore

$$\frac{4a^2I_4(a+b)^2}{2I_4(2b)I_2(2a)}=2a^2f\,\frac{I_4(2a)}{I_2(2a)}=2a^2f\cdot\frac3{4a}=\tfrac32fa,$$

and the attraction is $-I_1(2a)/I_2(2a)=-2\sqrt{2a/\pi}$. In `energy_eq`, `e1` to `e4` turn the integrals into moments; `hIJ` and `hV` are the two ratios.

```lean
/-- For positive exponents, the energy is the Gaussian hydrogen energy with its kinetic part
multiplied by the squared overlap. -/
theorem energy_eq {a b : ℝ} (ha : 0 < a) (hb : 0 < b) :
    energy a b = 3 * fraction a b * a / 2 - 2 * √(2 * a / Real.pi) := by
  -- the four matrix elements as Gaussian moments
  have e1 : ∫ r in Ioi (0 : ℝ), small b r * radialGrad a r
      = -2 * a * gaussMoment 4 (a + b) := by
    rw [gaussMoment, ← integral_const_mul]
    refine setIntegral_congr_fun measurableSet_Ioi fun r hr => ?_
    have hr' : 0 < r := hr
    show small b r * radialGrad a r = -2 * a * (r ^ 4 * Real.exp (-(a + b) * r ^ 2))
    rw [radialGrad_eq a hr'.ne', small, small,
      show -(a + b) * r ^ 2 = -a * r ^ 2 + -b * r ^ 2 by ring, Real.exp_add]
    ring
  have e2 : ∫ r in Ioi (0 : ℝ), small b r ^ 2 = gaussMoment 4 (2 * b) := by
    refine setIntegral_congr_fun measurableSet_Ioi fun r _ => ?_
    show small b r ^ 2 = r ^ 4 * Real.exp (-(2 * b) * r ^ 2)
    rw [small, show -(2 * b) * r ^ 2 = -b * r ^ 2 + -b * r ^ 2 by ring, Real.exp_add]
    ring
  have e3 : ∫ r in Ioi (0 : ℝ), large a r ^ 2 = gaussMoment 2 (2 * a) := by
    refine setIntegral_congr_fun measurableSet_Ioi fun r _ => ?_
    show large a r ^ 2 = r ^ 2 * Real.exp (-(2 * a) * r ^ 2)
    rw [large, show -(2 * a) * r ^ 2 = -a * r ^ 2 + -a * r ^ 2 by ring, Real.exp_add]
    ring
  have e4 : ∫ r in Ioi (0 : ℝ), large a r ^ 2 / r = gaussMoment 1 (2 * a) := by
    refine setIntegral_congr_fun measurableSet_Ioi fun r hr => ?_
    have hr' : r ≠ 0 := ne_of_gt hr
    show large a r ^ 2 / r = r ^ 1 * Real.exp (-(2 * a) * r ^ 2)
    rw [large, show -(2 * a) * r ^ 2 = -a * r ^ 2 + -a * r ^ 2 by ring, Real.exp_add,
      div_eq_iff hr']
    ring
  have h2a : 0 < 2 * a := by positivity
  have hpi : 0 < √Real.pi := Real.sqrt_pos.mpr Real.pi_pos
  obtain ⟨m1, m2, m4⟩ := gaussMoment_values h2a
  have hJ : 0 < gaussMoment 2 (2 * a) := by rw [m2]; positivity
  have hI : 0 < gaussMoment 4 (2 * b) := by
    rw [(gaussMoment_values (by positivity : 0 < 2 * b)).2.2]; positivity
  have hIJ : gaussMoment 4 (2 * a) = 3 / (4 * a) * gaussMoment 2 (2 * a) := by
    rw [m4, m2]; ring
  have hV : gaussMoment 1 (2 * a) / gaussMoment 2 (2 * a) = 2 * √(2 * a / Real.pi) := by
    have hs : 0 < √(2 * a) := Real.sqrt_pos.mpr h2a
    rw [m1, m2, Real.sqrt_div h2a.le]
    generalize √(2 * a) = w at *
    field_simp
    norm_num
  rw [energy, e1, e2, e3, e4, hV, fraction, hIJ]
  congr 1
  generalize gaussMoment 2 (2 * a) = J at *
  generalize gaussMoment 4 (2 * b) = K at *
  field_simp
  ring
```

## A positive kinetic fraction

The condition $f>0$ says that some kinetic energy survives. Put $y=\sqrt{2a/\pi}$ and $m=4/(3\pi f)$. Then $a=\pi y^2/2$ and

$$\tfrac32fa-2y=\tfrac{3\pi f}4(y-m)^2-m\ge-m,$$

with equality at $a=8/(9\pi f^2)$. `IsLeast` records both the bound and its attainment; the proof supplies this $a$, then completes the square in `key`. At $f=0$ only $-2\sqrt{2a/\pi}$ remains, which has no minimum.

```lean
/-- If a fixed fraction `f > 0` of the kinetic energy is kept, the minimum of the Gaussian
hydrogen energy over positive exponents is `-4 / (3 π f)`. -/
theorem isLeast_scaled {f : ℝ} (hf : 0 < f) :
    IsLeast ((fun a : ℝ => 3 * f * a / 2 - 2 * √(2 * a / Real.pi)) '' Ioi 0)
      (-4 / (3 * Real.pi * f)) := by
  have hpi := Real.pi_pos
  constructor
  · refine ⟨8 / (9 * Real.pi * f ^ 2), mem_Ioi.mpr (by positivity), ?_⟩
    have h : 2 * (8 / (9 * Real.pi * f ^ 2)) / Real.pi = (4 / (3 * Real.pi * f)) ^ 2 := by
      ring
    show 3 * f * (8 / (9 * Real.pi * f ^ 2)) / 2
      - 2 * √(2 * (8 / (9 * Real.pi * f ^ 2)) / Real.pi) = _
    rw [h, Real.sqrt_sq (by positivity)]
    field_simp
    norm_num
  · rintro _ ⟨a, ha, rfl⟩
    have ha' : 0 < a := ha
    show -4 / (3 * Real.pi * f) ≤ 3 * f * a / 2 - 2 * √(2 * a / Real.pi)
    have hy : √(2 * a / Real.pi) ^ 2 = 2 * a / Real.pi := Real.sq_sqrt (by positivity)
    have hay : a = Real.pi * √(2 * a / Real.pi) ^ 2 / 2 := by
      rw [hy]; field_simp
    have hm : 3 * Real.pi * f * (4 / (3 * Real.pi * f)) = 4 :=
      mul_div_cancel₀ _ (by positivity)
    rw [neg_div]
    generalize √(2 * a / Real.pi) = y at *
    generalize 4 / (3 * Real.pi * f) = m at *
    -- complete the square
    have key : 3 * f * a / 2 - 2 * y + m = 3 * Real.pi * f / 4 * (y - m) ^ 2 := by
      linear_combination (3 * f / 2) * hay + (y / 2 - m / 4) * hm
    have : 0 ≤ 3 * Real.pi * f / 4 * (y - m) ^ 2 := by positivity
    linarith
```

## A fixed ratio of exponents

Fixing $t>0$ means scaling both functions together. Substituting $b=ta$ gives $f=(2\sqrt t/(1+t))^5$, independent of $a$; this is `hfrac`. The previous minimum then applies, and $-4/(3\pi f)<-1/2$ rearranges to $f<8/(3\pi)$, which is `hiff`. Attainment provides the exponent needed for the existence claim.

For $t=4$, $f=(4/5)^5=0.32768$. The minimum is about $-1.295$ hartree, at $a\approx2.64$. For $t=1$ it is $-4/(3\pi)\approx-0.424$, safely above $-1/2$.

```lean
/-- For a fixed ratio `t > 0` of small to large exponent, the minimum energy is `-4 / (3 π f)`
with `f = (2 √t / (1 + t)) ^ 5`, and some energy lies below `-1/2` exactly when
`f < 8 / (3 π)`. -/
theorem collapse_iff {t : ℝ} (ht : 0 < t) :
    IsLeast ((fun a : ℝ => energy a (t * a)) '' Ioi 0)
      (-4 / (3 * Real.pi * (2 * √t / (1 + t)) ^ 5)) ∧
    ((∃ a : ℝ, 0 < a ∧ energy a (t * a) < -1 / 2) ↔
      (2 * √t / (1 + t)) ^ 5 < 8 / (3 * Real.pi)) := by
  have hpi := Real.pi_pos
  have hF : 0 < (2 * √t / (1 + t)) ^ 5 := by positivity
  -- the kept fraction depends on the ratio of exponents only
  have hfrac : ∀ a : ℝ, 0 < a → fraction a (t * a) = (2 * √t / (1 + t)) ^ 5 := by
    intro a ha
    rw [fraction_eq ha (by positivity), show a * (t * a) = a ^ 2 * t by ring,
      Real.sqrt_mul (by positivity), Real.sqrt_sq ha.le,
      show 2 * (a * √t) = a * (2 * √t) by ring, show a + t * a = a * (1 + t) by ring,
      mul_div_mul_left _ _ ha.ne']
  have hmin : IsLeast ((fun a : ℝ => energy a (t * a)) '' Ioi 0)
      (-4 / (3 * Real.pi * (2 * √t / (1 + t)) ^ 5)) := by
    have himg := isLeast_scaled hF
    rwa [← Set.image_congr (f := fun a : ℝ => energy a (t * a)) (fun a ha => by
      have ha' : 0 < a := ha
      show energy a (t * a) = _
      rw [energy_eq ha' (by positivity), hfrac a ha'])] at himg
  have hiff : -4 / (3 * Real.pi * (2 * √t / (1 + t)) ^ 5) < -1 / 2 ↔
      (2 * √t / (1 + t)) ^ 5 < 8 / (3 * Real.pi) := by
    generalize (2 * √t / (1 + t)) ^ 5 = F at *
    rw [div_lt_iff₀ (by positivity), lt_div_iff₀ (by positivity)]
    constructor <;> intro h <;> linarith
  refine ⟨hmin, ?_⟩
  rw [← hiff]
  constructor
  · rintro ⟨a, ha, h⟩
    exact lt_of_le_of_lt (hmin.2 ⟨a, ha, rfl⟩) h
  · intro h
    obtain ⟨a, ha, hE⟩ := hmin.1
    exact ⟨a, ha, lt_of_eq_of_lt hE h⟩
```

If the ratio may vary, take $a=m^2$, $b=m^6$, where $m\ge4$ is now a free parameter. With $x=2m^4/(m^2+m^6)\le1$,

$$fa=x^5m^2\le xm^2=\frac{2m^4}{1+m^4}\le2,$$

so the kinetic term is at most 3. Since $\pi\le4$, $\sqrt{2m^2/\pi}\ge m/2$, and hence $E(a,b)\le3-m$. Choosing $m=|E_0|+4$ beats any proposed bound $E_0$ (`E` in the code). The proof names the two estimates `hkin` and `hpot`. Already at $m=4$ the energy is about $-6.38$ hartree.

```lean
/-- When both positive exponents vary freely, the energy falls below every bound. -/
theorem energy_unbounded_below (E : ℝ) :
    ∃ a b : ℝ, 0 < a ∧ 0 < b ∧ energy a b < E := by
  obtain ⟨m, hm4, hmE⟩ : ∃ m : ℝ, 4 ≤ m ∧ 3 - m < E :=
    ⟨|E| + 4, by linarith [abs_nonneg E], by linarith [neg_abs_le E]⟩
  have hm : 0 < m := by linarith
  refine ⟨m ^ 2, m ^ 6, by positivity, by positivity, ?_⟩
  rw [energy_eq (by positivity) (by positivity), fraction_eq (by positivity) (by positivity),
    show m ^ 2 * m ^ 6 = (m ^ 4) ^ 2 by ring, Real.sqrt_sq (by positivity)]
  have hx0 : 0 ≤ 2 * m ^ 4 / (m ^ 2 + m ^ 6) := by positivity
  have hx : 2 * m ^ 4 / (m ^ 2 + m ^ 6) * m ^ 2 ≤ 2 := by
    rw [div_mul_eq_mul_div, div_le_iff₀ (by positivity)]
    nlinarith [sq_nonneg m]
  have hx1 : 2 * m ^ 4 / (m ^ 2 + m ^ 6) ≤ 1 := by
    nlinarith
  -- the kinetic energy stays bounded while the attraction grows like `m`
  have hkin : (2 * m ^ 4 / (m ^ 2 + m ^ 6)) ^ 5 * m ^ 2 ≤ 2 :=
    (mul_le_mul_of_nonneg_right (pow_le_of_le_one hx0 hx1 (by norm_num))
      (sq_nonneg m)).trans hx
  have hpot : m / 2 ≤ √(2 * m ^ 2 / Real.pi) := by
    rw [Real.le_sqrt' (by positivity), le_div_iff₀ Real.pi_pos]
    nlinarith [mul_le_mul_of_nonneg_left Real.pi_le_four (sq_nonneg m)]
  linarith

end

end KineticBalanceCollapse
```

```lean
#print axioms KineticBalanceCollapse.fraction_le_one
#print axioms KineticBalanceCollapse.collapse_iff
#print axioms KineticBalanceCollapse.energy_unbounded_below
```

```
'KineticBalanceCollapse.fraction_le_one' depends on axioms: [propext, Classical.choice, Quot.sound]
'KineticBalanceCollapse.collapse_iff' depends on axioms: [propext, Classical.choice, Quot.sound]
'KineticBalanceCollapse.energy_unbounded_below' depends on axioms: [propext, Classical.choice, Quot.sound]
```
